# The adiabatic and caloric Grüneisen parameters agree at positive temperature for a C² energy

## One energy, two routes to γ = 1

Take the energy U(S,V) = S/V in reduced units, with entropy S and volume V > 0. It is not convex, so it does not describe a stable substance, but it keeps the arithmetic short. The temperature T is the derivative of U in S, and the pressure P is minus the derivative in V:

T = 1/V,  P = S/V².

Expand at fixed entropy and follow the logarithm of the temperature:

−V d(ln T)/dV = −V · (−1/V) = 1.

Now heat at fixed volume and compare the rise in pressure with the rise in energy:

V (dP/dS)/(dU/dS) = V · (1/V²)/(1/V) = 1.

The two numbers agree because dT/dV = −1/V² and dP/dS = 1/V² are, up to sign, the same mixed second derivative of U.

## Cooling on expansion and pressure on heating

For a general energy, write ∂/∂V for a derivative at fixed S and ∂/∂S for one at fixed V. The two definitions of the Grüneisen parameter are

γ_ad = −V ∂(ln T)/∂V,

γ_cal = V (∂P/∂S)/(∂U/∂S).

The first measures how fast a body cools when it expands adiabatically and reversibly, so that its entropy stays fixed. The second measures how much pressure builds up per unit of energy density supplied at fixed volume.

If a simulation yields γ both from adiabatic compression and from heating at fixed volume, and both come from one smooth equilibrium energy of S and V alone, a difference between the two values at the same state of positive temperature reveals a numerical error in at least one of them.

## Equality from the mixed derivative

Suppose U is C² near the state (S,V) and T > 0 there. Since T = ∂U/∂S and P = −∂U/∂V,

∂T/∂V = ∂²U/∂V∂S = ∂²U/∂S∂V = −∂P/∂S.

The middle step is the symmetry of second derivatives, and the result is a Maxwell relation. The chain rule for the logarithm then gives

γ_ad = −V (∂T/∂V)/T = V (∂P/∂S)/T = γ_cal,

because T is ∂U/∂S. The sign of V was not used.

## The sign of γ and the slope of the adiabat

Let V > 0 and γ > 0 as well. From γ = V (∂P/∂S)/T it follows that ∂P/∂S > 0, hence ∂T/∂V < 0 at the state. As U is C², ∂T/∂V is continuous along the adiabat, so it stays negative on an open interval around V. By the mean value theorem, T is strictly decreasing there.

If γ has the constant value g along the whole adiabat from volume a > 0 to volume b ≥ a, with U smooth and T positive throughout, the conclusion extends over a finite distance. At each volume v in between,

d/dv (ln T + g ln v) = −γ/v + g/v = 0.

So ln T + g ln v is constant, and exponentiating gives

T(S,b) b^g = T(S,a) a^g.

## A monatomic gas expanded eightfold

The energy U = exp(S) V^(−g) has

T = exp(S) V^(−g),  P = g exp(S) V^(−g−1),  ∂P/∂S = P,

so γ_cal = V P/T = g at every positive volume. With g = 2/3 this is the monatomic ideal gas of fixed particle number N, with S in units of 3Nk/2, where k is Boltzmann's constant.

Put S = 0 and V = 8. Then T = 8^(−2/3) = 1/4 and ∂P/∂S = (2/3)/32 = 1/48, so

γ_cal = 8 · (1/48)/(1/4) = 2/3.

Along the adiabat ∂T/∂V = −1/48, which gives γ_ad = 2/3 too. At V = 1 the temperature is 1, and T V^(2/3) equals 1 at both volumes.

## An energy that is C¹ but not C²

Without the second-order smoothness the equality can fail. Let w = V − 1 and

U = S + S w (S² − w²)/(S² + w²),

with U = 0 at S = 0, V = 1. The first derivatives are continuous, but the mixed second derivatives at this state differ. On the line S = 0 the temperature is T = 1 − w, so ∂T/∂V = −1 and γ_ad = 1. On the line V = 1 the pressure is P = −S, so ∂P/∂S = −1 and γ_cal = −1. Both T and V equal 1 at the state. This U is a mathematical counterexample only: it is not convex near the state, so it does not describe a stable substance.

## What the theorems assume and state

The energy is a function `U : ℝ × ℝ → ℝ`, with entropy as first and volume as second coordinate. `temperature`, `pressure`, `gammaAdiabatic` and `gammaCaloric` are the definitions above, written with one-variable derivatives. All quantities are real numbers in reduced units; changing the unit of temperature adds a constant to ln T and leaves γ alone.

The hypothesis `ContDiffAt ℝ 2 U (S, V)` asks for C² smoothness only near the state, so an energy singular at V = 0 is admitted. Physically, it excludes states at which a second derivative of the energy jumps, as can happen at the edge of a region where two phases coexist. Positive temperature is assumed, not derived, and no thermodynamic stability condition is imposed.

- `gammaAdiabatic_eq_gammaCaloric` states the equality for T > 0.
- `temperature_strictAntiOn` adds V > 0 and γ > 0 and provides some ε > 0 such that T is strictly decreasing on the open interval (V − ε, V + ε) at fixed S.
- `temperature_mul_rpow_eq` states that T V^g has the same value at both ends of an adiabat on which γ = g.
- `powerLawEnergy_witness` shows that exp(S) V^(−g) is C² with T > 0 and γ = g at every positive volume, for any real g.

Volume is the only mechanical variable, so anisotropic strain is not covered. Nor do the theorems concern the mode Grüneisen parameters of lattice dynamics, which describe how individual phonon frequencies shift with volume.

## The Lean file

```lean
import Mathlib

open Filter Topology

namespace GruneisenParameter

noncomputable section

/-- Temperature: the derivative of the energy `U(S,V)` in the entropy at fixed volume. -/
def temperature (U : ℝ × ℝ → ℝ) (S V : ℝ) : ℝ := deriv (fun s => U (s, V)) S

/-- Pressure: minus the derivative of the energy in the volume at fixed entropy. -/
def pressure (U : ℝ × ℝ → ℝ) (S V : ℝ) : ℝ := -deriv (fun v => U (S, v)) V

/-- The adiabatic Grüneisen parameter, `-V d(ln T)/dV` at fixed entropy. -/
def gammaAdiabatic (U : ℝ × ℝ → ℝ) (S V : ℝ) : ℝ :=
  -V * deriv (fun v => Real.log (temperature U S v)) V

/-- The caloric Grüneisen parameter, `V (dP/dS) / (dU/dS)` at fixed volume. -/
def gammaCaloric (U : ℝ × ℝ → ℝ) (S V : ℝ) : ℝ :=
  V * deriv (fun s => pressure U s V) S / temperature U S V

variable {E : Type*} [NormedAddCommGroup E] [NormedSpace ℝ E]

/-- The derivative of a state function along a line of constant volume. -/
theorem hasDerivAt_isochore {f : ℝ × ℝ → E} {L : ℝ × ℝ →L[ℝ] E} {S V : ℝ}
    (h : HasFDerivAt f L (S, V)) : HasDerivAt (fun s => f (s, V)) (L (1, 0)) S := by
  have h1 : HasDerivAt (fun s : ℝ => (s, V)) ((1 : ℝ), (0 : ℝ)) S :=
    (hasDerivAt_id S).prodMk (hasDerivAt_const S V)
  exact HasFDerivAt.comp_hasDerivAt S h h1

/-- The derivative of a state function along a line of constant entropy. -/
theorem hasDerivAt_adiabat {f : ℝ × ℝ → E} {L : ℝ × ℝ →L[ℝ] E} {S V : ℝ}
    (h : HasFDerivAt f L (S, V)) : HasDerivAt (fun v => f (S, v)) (L (0, 1)) V := by
  have h1 : HasDerivAt (fun v : ℝ => (S, v)) ((0 : ℝ), (1 : ℝ)) V :=
    (hasDerivAt_const V S).prodMk (hasDerivAt_id V)
  exact HasFDerivAt.comp_hasDerivAt V h h1

/-- Near a state where the energy is C², temperature and pressure are the components
of the total derivative of the energy, the pressure with a minus sign. -/
theorem temperature_pressure_eventually {U : ℝ × ℝ → ℝ} {x : ℝ × ℝ}
    (h : ContDiffAt ℝ 2 U x) :
    ∀ᶠ p in 𝓝 x, temperature U p.1 p.2 = fderiv ℝ U p (1, 0) ∧
      pressure U p.1 p.2 = -fderiv ℝ U p (0, 1) := by
  filter_upwards [h.eventually (by simp)] with p hp
  have hd : HasFDerivAt U (fderiv ℝ U p) (p.1, p.2) :=
    (hp.differentiableAt (by norm_num)).hasFDerivAt
  exact ⟨(hasDerivAt_isochore hd).deriv, congrArg Neg.neg (hasDerivAt_adiabat hd).deriv⟩

/-- Maxwell relation, for an energy that is C² near the state: the temperature changes with volume
at fixed entropy at the rate `-dP/dS`, taken at fixed volume. -/
theorem maxwell_relation {U : ℝ × ℝ → ℝ} {S V : ℝ} (h : ContDiffAt ℝ 2 U (S, V)) :
    HasDerivAt (fun v => temperature U S v) (-deriv (fun s => pressure U s V) S) V := by
  have ev := temperature_pressure_eventually h
  have hD : HasFDerivAt (fderiv ℝ U) (fderiv ℝ (fderiv ℝ U) (S, V)) (S, V) :=
    ((h.fderiv_right (m := 1) one_add_one_eq_two.le).differentiableAt
      (by norm_num)).hasFDerivAt
  have cV : ContinuousAt (fun v : ℝ => (S, v)) V := by fun_prop
  have cS : ContinuousAt (fun s : ℝ => (s, V)) S := by fun_prop
  -- the two mixed second derivatives
  have hT : HasDerivAt (fun v => fderiv ℝ U (S, v) (1, 0))
      (fderiv ℝ (fderiv ℝ U) (S, V) (0, 1) (1, 0)) V :=
    ((hasDerivAt_adiabat hD).clm_apply
      (hasDerivAt_const V ((1 : ℝ), (0 : ℝ)))).congr_deriv (by simp)
  have hP : HasDerivAt (fun s => fderiv ℝ U (s, V) (0, 1))
      (fderiv ℝ (fderiv ℝ U) (S, V) (1, 0) (0, 1)) S :=
    ((hasDerivAt_isochore hD).clm_apply
      (hasDerivAt_const S ((0 : ℝ), (1 : ℝ)))).congr_deriv (by simp)
  have hT' := hT.congr_of_eventuallyEq
    ((cV.tendsto.eventually ev).mono fun v hv => hv.1)
  have hP' := hP.fun_neg.congr_of_eventuallyEq
    ((cS.tendsto.eventually ev).mono fun s hs => hs.2)
  -- they agree because the second derivative is symmetric
  have sym := (h.isSymmSndFDerivAt (by simp)).eq (0, 1) (1, 0)
  refine hT'.congr_deriv ?_
  rw [hP'.deriv, neg_neg]
  exact sym

/-- The adiabatic and the caloric Grüneisen parameter agree at every state of positive
temperature near which the energy is C². -/
theorem gammaAdiabatic_eq_gammaCaloric {U : ℝ × ℝ → ℝ} {S V : ℝ}
    (h : ContDiffAt ℝ 2 U (S, V)) (hT : 0 < temperature U S V) :
    gammaAdiabatic U S V = gammaCaloric U S V := by
  unfold gammaAdiabatic gammaCaloric
  rw [((maxwell_relation h).log hT.ne').deriv]
  ring

/-- If the energy is C² near a state of positive volume and positive temperature, and the adiabatic
Grüneisen parameter is positive there, the temperature is strictly decreasing in the volume along
the adiabat, on an open interval around the state. -/
theorem temperature_strictAntiOn {U : ℝ × ℝ → ℝ} {S V : ℝ}
    (h : ContDiffAt ℝ 2 U (S, V)) (hV : 0 < V) (hT : 0 < temperature U S V)
    (hγ : 0 < gammaAdiabatic U S V) :
    ∃ ε > 0, StrictAntiOn (fun v => temperature U S v) (Set.Ioo (V - ε) (V + ε)) := by
  rw [gammaAdiabatic_eq_gammaCaloric h hT] at hγ
  unfold gammaCaloric at hγ
  have hP : 0 < deriv (fun s => pressure U s V) S := by
    by_contra hn
    have h1 := mul_nonneg hV.le (neg_nonneg.2 (not_lt.1 hn))
    have h2 := div_nonpos_of_nonpos_of_nonneg
      (show V * deriv (fun s => pressure U s V) S ≤ 0 by linarith) hT.le
    linarith
  have hneg : deriv (fun v => temperature U S v) V < 0 := by
    rw [(maxwell_relation h).deriv]
    linarith
  -- the temperature is C¹ along the adiabat, so its slope stays negative nearby
  have cV : ContinuousAt (fun v : ℝ => (S, v)) V := by fun_prop
  have c1 : ContDiffAt ℝ 1 (fun v => fderiv ℝ U (S, v)) V :=
    ContDiffAt.comp V (h.fderiv_right (m := 1) one_add_one_eq_two.le)
      (contDiffAt_const.prodMk contDiffAt_id)
  have c2 : ContDiffAt ℝ 1 (fun v => temperature U S v) V :=
    (c1.clm_apply (contDiffAt_const (c := ((1 : ℝ), (0 : ℝ))))).congr_of_eventuallyEq
      ((cV.tendsto.eventually (temperature_pressure_eventually h)).mono fun v hv => hv.1)
  have c3 : ContinuousAt (deriv (fun v => temperature U S v)) V :=
    (c2.fderiv_right (m := 0) (zero_add 1).le).continuousAt.clm_apply continuousAt_const
  obtain ⟨ε, hε, hball⟩ :=
    Metric.eventually_nhds_iff_ball.1 (c3.tendsto.eventually (gt_mem_nhds hneg))
  rw [Real.ball_eq_Ioo] at hball
  refine ⟨ε, hε, strictAntiOn_of_deriv_neg (convex_Ioo _ _) ?_ ?_⟩
  · intro v hv
    exact (differentiableAt_of_deriv_ne_zero
      (hball v hv).ne).continuousAt.continuousWithinAt
  · intro v hv
    exact hball v (interior_subset hv)

/-- Take an adiabat from volume `a > 0` to volume `b ≥ a`, with the energy C² near each of its
states and the temperature positive. If the adiabatic Grüneisen parameter has the constant value `g`
along it, then `T V^g` is the same at both ends. -/
theorem temperature_mul_rpow_eq {U : ℝ × ℝ → ℝ} {S a b g : ℝ} (ha : 0 < a) (hab : a ≤ b)
    (h : ∀ v ∈ Set.Icc a b, ContDiffAt ℝ 2 U (S, v))
    (hT : ∀ v ∈ Set.Icc a b, 0 < temperature U S v)
    (hγ : ∀ v ∈ Set.Icc a b, gammaAdiabatic U S v = g) :
    temperature U S b * b ^ g = temperature U S a * a ^ g := by
  -- ln T + g ln V has zero slope along the adiabat
  have hd : ∀ v ∈ Set.Icc a b,
      HasDerivAt (fun v => Real.log (temperature U S v) + g * Real.log v) 0 v := by
    intro v hv
    have hv0 : v ≠ 0 := (ha.trans_le hv.1).ne'
    have hl := (maxwell_relation (h v hv)).log (hT v hv).ne'
    have hg := hγ v hv
    unfold gammaAdiabatic at hg
    rw [hl.deriv] at hg
    refine (hl.fun_add ((Real.hasDerivAt_log hv0).const_mul g)).congr_deriv ?_
    rw [← hg]
    linear_combination (-(-deriv (fun s => pressure U s v) S / temperature U S v)) *
      mul_inv_cancel₀ hv0
  have hc := constant_of_has_deriv_right_zero
    (fun v hv => (hd v hv).continuousAt.continuousWithinAt)
    (fun v hv => (hd v ⟨hv.1, hv.2.le⟩).hasDerivWithinAt) b ⟨hab, le_rfl⟩
  have hexp : ∀ v ∈ Set.Icc a b, temperature U S v * v ^ g =
      Real.exp (Real.log (temperature U S v) + g * Real.log v) := by
    intro v hv
    rw [Real.exp_add, Real.exp_log (hT v hv), Real.rpow_def_of_pos (ha.trans_le hv.1),
      mul_comm g]
  rw [hexp b ⟨hab, le_rfl⟩, hexp a ⟨le_rfl, hab⟩]
  exact congrArg Real.exp hc

/-- The model energy `U(S,V) = exp(S) V^(-g)`, in reduced units. -/
def powerLawEnergy (g : ℝ) (p : ℝ × ℝ) : ℝ := Real.exp p.1 * p.2 ^ (-g)

/-- At positive volume the energy `exp(S) V^(-g)` is C², its temperature is positive, and
its adiabatic Grüneisen parameter is `g`. -/
theorem powerLawEnergy_witness (g S : ℝ) {V : ℝ} (hV : 0 < V) :
    ContDiffAt ℝ 2 (powerLawEnergy g) (S, V) ∧ 0 < temperature (powerLawEnergy g) S V ∧
      gammaAdiabatic (powerLawEnergy g) S V = g := by
  have hC : ContDiffAt ℝ 2 (powerLawEnergy g) (S, V) :=
    (contDiffAt_fst.exp).mul (contDiffAt_snd.rpow_const_of_ne hV.ne')
  have hTe : temperature (powerLawEnergy g) S V = Real.exp S * V ^ (-g) :=
    ((Real.hasDerivAt_exp S).mul_const (V ^ (-g))).deriv
  have hpos : 0 < V ^ (-g) := Real.rpow_pos_of_pos hV _
  have hT : 0 < temperature (powerLawEnergy g) S V := by
    rw [hTe]
    positivity
  have hP : ∀ s, pressure (powerLawEnergy g) s V = Real.exp s * (g * (V ^ (-g) / V)) := by
    intro s
    have hd : deriv (fun v => powerLawEnergy g (s, v)) V =
        Real.exp s * (-g * V ^ (-g - 1)) :=
      ((Real.hasDerivAt_rpow_const (Or.inl hV.ne')).const_mul (Real.exp s)).deriv
    unfold pressure
    rw [hd, Real.rpow_sub_one hV.ne']
    ring
  refine ⟨hC, hT, ?_⟩
  rw [gammaAdiabatic_eq_gammaCaloric hC hT]
  unfold gammaCaloric
  rw [funext hP, ((Real.hasDerivAt_exp S).mul_const (g * (V ^ (-g) / V))).deriv, hTe]
  have h1 := hpos.ne'
  have h2 := (Real.exp_pos S).ne'
  have h3 := hV.ne'
  rw [div_eq_iff (mul_ne_zero h2 h1)]
  generalize V ^ (-g) = w
  field_simp

end

end GruneisenParameter
```

```lean
#print axioms GruneisenParameter.gammaAdiabatic_eq_gammaCaloric
#print axioms GruneisenParameter.temperature_strictAntiOn
#print axioms GruneisenParameter.temperature_mul_rpow_eq
```

```
'GruneisenParameter.gammaAdiabatic_eq_gammaCaloric' depends on axioms: [propext, Classical.choice, Quot.sound]
'GruneisenParameter.temperature_strictAntiOn' depends on axioms: [propext, Classical.choice, Quot.sound]
'GruneisenParameter.temperature_mul_rpow_eq' depends on axioms: [propext, Classical.choice, Quot.sound]
```

## How the proof follows the derivation

**Partial derivatives from the total derivative.** `hasDerivAt_isochore` and `hasDerivAt_adiabat` are the chain rule along lines of fixed volume and fixed entropy: the total derivative is applied to the direction (1,0) or (0,1). Their values lie in a general normed space `E` because they are used twice, once for U and once for its derivative `fderiv ℝ U`, whose values are linear maps.

`temperature_pressure_eventually` identifies T and −P with the components of `fderiv ℝ U` at all points near the state. Agreement at the state alone would not suffice, since T and P are about to be differentiated.

**The Maxwell relation.** In `maxwell_relation`, `hT` and `hP` compute the two mixed second derivatives as values of the second total derivative. `congr_of_eventuallyEq` carries them over to temperature and pressure, and `isSymmSndFDerivAt` supplies the symmetry. The conclusion is a `HasDerivAt` statement, so it contains the differentiability of T along the adiabat as well as the value of its slope.

**Equality of the two parameters.** The proof of `gammaAdiabatic_eq_gammaCaloric` differentiates the logarithm using the Maxwell relation, and `ring` rearranges the factors.

**Strict decrease.** `temperature_strictAntiOn` first rewrites γ in its caloric form. The step `hP` obtains ∂P/∂S > 0 by contradiction, and `hneg` turns this into a negative slope of T. The facts `c1`, `c2` and `c3` establish that this slope is continuous at V: the derivative of U is C¹, hence so is T along the adiabat. Continuity yields the interval, and `strictAntiOn_of_deriv_neg` plays the part of the mean value theorem.

**The finite adiabat.** In `temperature_mul_rpow_eq`, `hd` is the calculation that ln T + g ln v has zero slope. `constant_of_has_deriv_right_zero` makes the function constant from a to b, and `hexp` rewrites T v^g as its exponential.

**The power-law energy.** `powerLawEnergy_witness` computes T in `hTe` and P in `hP`. It then evaluates the caloric parameter, as in the gas example, and uses the equality theorem to obtain the adiabatic one, which the gas example computes directly.
